# Three-term recurrence polynomials are characteristic polynomials of tridiagonal matrices

Let $p_0=1$, $p_1=X-a_0$ and $p_{k+1}=(X-a_k)p_k-b_kp_{k-1}$ for $k\ge1$, with coefficients in a commutative ring. Then $p_n$ is the characteristic polynomial $\det(X-T_n)$ of the $n\times n$ tridiagonal matrix $T_n$ with diagonal $a_k$, superdiagonal 1 and subdiagonal $b_k$.

In Rys quadrature, electron repulsion integrals over Gaussian functions become weighted sums over the zeros of such polynomials. The result turns the search for these nodes into an eigenvalue problem, provided that the $a_k$ and $b_k$ belong to the Rys weight. That condition is the step from the theorems to the integrals: the theorems assume no weight function, and they prove neither orthogonality nor the Golub-Welsch formula for the quadrature weights.

## Coupling to nearest neighbours only

For orthogonal polynomials, multiplication by $X$ couples $p_k$ only to $p_{k+1}$, $p_k$ and $p_{k-1}$. The matrix is tridiagonal for this reason.

```lean
import Mathlib

open Polynomial Matrix

namespace RysGolubWelsch

variable {R : Type*} [CommRing R]
```

`recPoly a b n` is $p_n$. `tridiag a u l n` has $u_k$ at position $(k-1,k)$ and $l_k$ at $(k,k-1)$, counted from zero, so $u_0$, $l_0$ and $b_0$ are never used.

```lean
/-- The monic polynomials generated by the three-term recurrence
`p_(k+1) = (X - a_k) p_k - b_k p_(k-1)` from `p_0 = 1` and `p_1 = X - a_0`. -/
noncomputable def recPoly (a b : ℕ → R) : ℕ → R[X]
  | 0 => 1
  | 1 => X - C (a 0)
  | k + 2 => (X - C (a (k + 1))) * recPoly a b (k + 1) - C (b (k + 1)) * recPoly a b k

/-- The `n` by `n` tridiagonal matrix with diagonal entries `a_k`, entries `u_k` at
position `(k-1, k)` and entries `l_k` at position `(k, k-1)`, counted from zero. -/
def tridiag (a u l : ℕ → R) (n : ℕ) : Matrix (Fin n) (Fin n) R :=
  Matrix.of fun i j =>
    if (i : ℕ) = j then a i else if (i : ℕ) + 1 = j then u j
    else if (j : ℕ) + 1 = i then l i else 0
```

By hand, let $D_n$ be the determinant of such a matrix with diagonal $d_k$. The last row of the matrix of size $n+2$ holds only $l_{n+1}$ and $d_{n+1}$. The cofactor of $d_{n+1}$ is $D_{n+1}$. That of $l_{n+1}$ has sign $(-1)^{2n+1}=-1$, and the last column of its minor holds only $u_{n+1}$, which leaves $u_{n+1}D_n$. Hence
$$D_{n+2}=d_{n+1}D_{n+1}-u_{n+1}l_{n+1}D_n .$$

In the proof, `h0` and `c0` supply the zeros of that row and column, `hA` and `hB` evaluate the two minors, and `ring` collects the terms.

```lean
/-- Adding one row and one column to a tridiagonal matrix changes its determinant by a
three-term recurrence. -/
theorem det_tridiag_step (d u l : ℕ → R) (n : ℕ) :
    (tridiag d u l (n + 2)).det =
      d (n + 1) * (tridiag d u l (n + 1)).det
        - u (n + 1) * l (n + 1) * (tridiag d u l n).det := by
  change (tridiag d u l (n + 1 + 1)).det = _
  -- the columns that survive when the last but one is struck out
  have s1 : ∀ j : Fin n,
      (Fin.last n).castSucc.succAbove j.castSucc = j.castSucc.castSucc := fun j =>
    Fin.succAbove_of_castSucc_lt _ _ (show (j : ℕ) < n from j.isLt)
  have s2 : (Fin.last n).castSucc.succAbove (Fin.last n) = Fin.last (n + 1) :=
    (Fin.succAbove_of_le_castSucc _ _ le_rfl).trans rfl
  -- the minor of the subdiagonal entry, expanded along its last column
  have hB : ((tridiag d u l (n + 1 + 1)).submatrix (Fin.last (n + 1)).succAbove
      (Fin.last n).castSucc.succAbove).det = u (n + 1) * (tridiag d u l n).det := by
    have c0 : ∀ i : Fin n, (tridiag d u l (n + 1 + 1)).submatrix
        (Fin.last (n + 1)).succAbove (Fin.last n).castSucc.succAbove
        i.castSucc (Fin.last n) = 0 := by
      intro i
      have hi := i.isLt
      simp only [Matrix.submatrix_apply, Fin.succAbove_last, s2]
      change (if (i : ℕ) = n + 1 then d i else if (i : ℕ) + 1 = n + 1 then u (n + 1)
        else if n + 1 + 1 = (i : ℕ) then l i else 0) = 0
      rw [if_neg (by omega), if_neg (by omega), if_neg (by omega)]
    have c1 : (tridiag d u l (n + 1 + 1)).submatrix
        (Fin.last (n + 1)).succAbove (Fin.last n).castSucc.succAbove
        (Fin.last n) (Fin.last n) = u (n + 1) := by
      simp only [Matrix.submatrix_apply, Fin.succAbove_last, s2]
      change (if n = n + 1 then d n else if n + 1 = n + 1 then u (n + 1)
        else if n + 1 + 1 = n then l n else 0) = u (n + 1)
      rw [if_neg (by omega), if_pos rfl]
    have c2 : ((tridiag d u l (n + 1 + 1)).submatrix
        (Fin.last (n + 1)).succAbove (Fin.last n).castSucc.succAbove).submatrix
        (Fin.last n).succAbove (Fin.last n).succAbove = tridiag d u l n := by
      refine Matrix.ext fun i j => ?_
      simp only [Matrix.submatrix_apply, Fin.succAbove_last, s1]
      rfl
    have e : (-1 : R) ^ ((Fin.last n : ℕ) + (Fin.last n : ℕ)) = 1 :=
      Even.neg_one_pow ⟨_, rfl⟩
    rw [Matrix.det_succ_column _ (Fin.last n), Fin.sum_univ_castSucc, c1, c2, e]
    simp only [c0, mul_zero, zero_mul, Finset.sum_const_zero]
    ring
  have hA : (tridiag d u l (n + 1 + 1)).submatrix (Fin.last (n + 1)).succAbove
      (Fin.last (n + 1)).succAbove = tridiag d u l (n + 1) := by
    refine Matrix.ext fun i j => ?_
    simp only [Matrix.submatrix_apply, Fin.succAbove_last]
    rfl
  -- the last row has only two entries that can differ from zero
  have h0 : ∀ j : Fin n,
      tridiag d u l (n + 1 + 1) (Fin.last (n + 1)) j.castSucc.castSucc = 0 := by
    intro j
    have hj := j.isLt
    change (if n + 1 = (j : ℕ) then d (n + 1) else if n + 1 + 1 = (j : ℕ) then u j
      else if (j : ℕ) + 1 = n + 1 then l (n + 1) else 0) = 0
    rw [if_neg (by omega), if_neg (by omega), if_neg (by omega)]
  have hl : tridiag d u l (n + 1 + 1) (Fin.last (n + 1)) (Fin.last n).castSucc
      = l (n + 1) := by
    change (if n + 1 = n then d (n + 1) else if n + 1 + 1 = n then u n
      else if n + 1 = n + 1 then l (n + 1) else 0) = l (n + 1)
    rw [if_neg (by omega), if_neg (by omega), if_pos rfl]
  have hd : tridiag d u l (n + 1 + 1) (Fin.last (n + 1)) (Fin.last (n + 1))
      = d (n + 1) := by
    simp [tridiag]
  have e1 : (-1 : R) ^ ((Fin.last (n + 1) : ℕ) + ((Fin.last n).castSucc : ℕ)) = -1 :=
    Odd.neg_one_pow ⟨n, by change n + 1 + n = 2 * n + 1; omega⟩
  have e2 : (-1 : R) ^ ((Fin.last (n + 1) : ℕ) + (Fin.last (n + 1) : ℕ)) = 1 :=
    Even.neg_one_pow ⟨_, rfl⟩
  rw [Matrix.det_succ_row _ (Fin.last (n + 1)), Fin.sum_univ_castSucc,
    Fin.sum_univ_castSucc, hl, hd, hA, hB, e1, e2]
  simp only [h0, mul_zero, zero_mul, Finset.sum_const_zero]
  ring
```

Without this structure the recurrence can fail: in a $3\times3$ matrix, nonzero corner entries $w$ and $w'$ of real numbers, with all other off-diagonal entries zero, add $-ww'(X-a_1)$ to the characteristic polynomial.

## Commuting coefficients

For the Rys weight the recurrence coefficients are real numbers, so they commute. The derivation uses this when it expands determinants and reorders products; in Lean it is `CommRing R`. With non-commuting entries, the usual determinant and its expansion rules are lost.

Now set $d_k=X-a_k$ and replace $u_k,l_k$ by $-u_k,-l_k$. This gives $X-T$, as the next lemma checks entry by entry.

```lean
/-- The characteristic matrix `X - T` of a tridiagonal matrix `T` is tridiagonal. -/
theorem charmatrix_tridiag (a u l : ℕ → R) (n : ℕ) :
    (tridiag a u l n).charmatrix =
      tridiag (fun k => X - C (a k)) (fun k => -C (u k)) (fun k => -C (l k)) n := by
  refine Matrix.ext fun i j => ?_
  by_cases h : i = j
  · subst h
    simp [tridiag, Matrix.charmatrix_apply_eq]
  · have h' : (i : ℕ) ≠ j := fun e => h (Fin.ext e)
    rw [Matrix.charmatrix_apply_ne _ _ _ h]
    simp only [tridiag, Matrix.of_apply, if_neg h']
    split_ifs <;> simp
```

The two signs cancel in the product, so
$$D_{n+2}=(X-a_{n+1})D_{n+1}-u_{n+1}l_{n+1}D_n,\qquad D_0=1,\quad D_1=X-a_0 .$$
This is the defining recurrence with $b_k=u_kl_k$, and induction from two consecutive sizes gives $D_n=p_n$. The Lean proof has the same two base cases and the same step.

```lean
/-- The characteristic polynomial of any tridiagonal matrix obeys the three-term
recurrence with `b_k = u_k l_k`, the product of the two mirror off-diagonal entries. -/
theorem charpoly_tridiag (a u l : ℕ → R) :
    ∀ n, (tridiag a u l n).charpoly = recPoly a (fun k => u k * l k) n
  | 0 => by simp [recPoly, Matrix.charpoly]
  | 1 => by
    rw [Matrix.charpoly, charmatrix_tridiag, Matrix.det_fin_one]
    simp [tridiag, recPoly]
  | n + 2 => by
    have h1 := charpoly_tridiag a u l (n + 1)
    have h0 := charpoly_tridiag a u l n
    rw [Matrix.charpoly, charmatrix_tridiag] at h1 h0
    rw [Matrix.charpoly, charmatrix_tridiag, det_tridiag_step, h1, h0]
    simp only [recPoly, C_mul]
    ring
```

Taking $u_k=1$ and $l_k=b_k$ gives the opening statement.

```lean
/-- Golub-Welsch link: `p_n` is the characteristic polynomial of the `n` by `n`
tridiagonal matrix with diagonal `a_k`, superdiagonal `1` and subdiagonal `b_k`. -/
theorem charpoly_jacobi (a b : ℕ → R) (n : ℕ) :
    (tridiag a (fun _ => 1) b n).charpoly = recPoly a b n := by
  simpa using charpoly_tridiag a (fun _ => 1) b n
```

## Nonnegative $b_k$

For a positive weight, $b_k$ with $k\ge1$ is the ratio of the squared norms of $p_k$ and $p_{k-1}$, hence nonnegative. One may then choose $u_k=l_k=\sqrt{b_k}$, which makes the matrix real and symmetric. Many texts write $b_k$ for this off-diagonal entry itself; here it is the square.

```lean
/-- For real coefficients with all `b_k` nonnegative, the matrix with diagonal `a_k` and
both off-diagonals `√b_k` is symmetric and has characteristic polynomial `p_n`. -/
theorem charpoly_symmetric_jacobi (a b : ℕ → ℝ) (hb : ∀ k, 0 ≤ b k) (n : ℕ) :
    (tridiag a (fun k => √(b k)) (fun k => √(b k)) n).IsSymm ∧
      (tridiag a (fun k => √(b k)) (fun k => √(b k)) n).charpoly = recPoly a b n := by
  constructor
  · refine Matrix.ext fun i j => ?_
    rcases eq_or_ne i j with rfl | h
    · rfl
    · have h' : (i : ℕ) ≠ j := fun e => h (Fin.ext e)
      simp only [Matrix.transpose_apply, tridiag, Matrix.of_apply, if_neg h',
        if_neg h'.symm]
      split_ifs <;> first | rfl | omega
  · have h : (fun k => √(b k) * √(b k)) = b := funext fun k => Real.mul_self_sqrt (hb k)
    rw [charpoly_tridiag]
    simp only [h]
```

The hypothesis `hb` enters through $\sqrt{b_k}\sqrt{b_k}=b_k$; symmetry is checked entrywise. If $b_1$ may be negative, $a_0=a_1=0$ and $b_1=-1$ give $p_2=X^2+1$, which has no real zeros and so belongs to no real symmetric matrix.

## Coefficients in a field

Nodes are real numbers, and over a field $p_n(x)=\det(x-T_n)$ vanishes exactly when some $v\neq0$ satisfies $(x-T_n)v=0$, that is, $T_nv=xv$.

```lean
/-- Over a field, `x` is a zero of `p_n` exactly when it is an eigenvalue of the
tridiagonal matrix. -/
theorem node_iff_eigenvalue {K : Type*} [Field K] (a b : ℕ → K) (n : ℕ) (x : K) :
    (recPoly a b n).eval x = 0 ↔
      ∃ v : Fin n → K, v ≠ 0 ∧ tridiag a (fun _ => 1) b n *ᵥ v = x • v := by
  rw [← charpoly_jacobi, Matrix.eval_charpoly, ← Matrix.exists_mulVec_eq_zero_iff]
  refine exists_congr fun v => and_congr_right fun _ => ?_
  have hs : Matrix.scalar (Fin n) x *ᵥ v = x • v := by
    funext i
    simp [Matrix.scalar_apply, Matrix.mulVec_diagonal]
  rw [Matrix.sub_mulVec, hs, sub_eq_zero, eq_comm]

end RysGolubWelsch
```

The proof evaluates the characteristic polynomial at $x$, applies `Matrix.exists_mulVec_eq_zero_iff` and rearranges. With zero divisors the equivalence can fail: modulo 6, the $1\times1$ matrix $(2)$ sends $v=3$ to $0=0\cdot v$, yet $p_1(0)=-2\neq0$.

```lean
#print axioms RysGolubWelsch.charpoly_tridiag
-- 'RysGolubWelsch.charpoly_tridiag' depends on axioms: [propext, Classical.choice, Quot.sound]
#print axioms RysGolubWelsch.charpoly_symmetric_jacobi
-- 'RysGolubWelsch.charpoly_symmetric_jacobi' depends on axioms: [propext, Classical.choice, Quot.sound]
#print axioms RysGolubWelsch.node_iff_eigenvalue
-- 'RysGolubWelsch.node_iff_eigenvalue' depends on axioms: [propext, Classical.choice, Quot.sound]
```

## Two Rys nodes at zero argument

The Rys weight is $e^{-\tau t^2}$ on $0\le t\le1$, with polynomials in $x=t^2$; the number $\tau\ge0$ depends on the exponents and centres of the Gaussians. One way to find the nodes is to compute $a_k$ and $b_k$ for the given $\tau$, fill the symmetric matrix and diagonalise it; programs may instead use fitted or tabulated nodes. For $\tau=0$ and two nodes, $a_0=1/3$, $a_1=11/21$ and $b_1=4/45$, so the matrix is
$$\begin{pmatrix}1/3&\sqrt{4/45}\\ \sqrt{4/45}&11/21\end{pmatrix}.$$
Its characteristic polynomial is $x^2-\tfrac67x+\tfrac3{35}$, and its eigenvalues $x\approx0.1156$ and $0.7416$ are the nodes $t^2$. The squared first components of the normalised eigenvectors, about $0.652$ and $0.348$, are the quadrature weights, since the total weight is 1 here.
